# Cutting a Hamiltonian into fragments without buffers never lowers its band energy measured from the chemical potential

Suppose a large system is cut into fragments, each fragment Hamiltonian is diagonalised alone, and the energies are added. Without knowing the sign of the error, one cannot tell whether the exact energy lies above or below this sum. For non-interacting electrons at zero temperature, with a fixed, finite Hamiltonian matrix in an orthonormal basis, disjoint fragments and a common chemical potential, the sum is an upper bound, provided the fragment Hamiltonians are the diagonal blocks of that matrix and every level energy is measured from that chemical potential.

```lean
import Mathlib

open Matrix
open scoped ComplexOrder

namespace ZeroBufferUpperBound

noncomputable section

section Variational

variable {m : Type*} [Fintype m] [DecidableEq m]
```

The type `m` labels finitely many orthonormal orbitals. With `ComplexOrder`, $0\le z$ means that the complex number $z$ is real and nonnegative.

```lean
/-- The band energy of a Hermitian matrix: the sum of its negative eigenvalues,
counted with multiplicity. -/
def bandEnergy {A : Matrix m m ℂ} (hA : A.IsHermitian) : ℝ :=
  ∑ i, min (hA.eigenvalues i) 0
```

For a Hermitian $A$ with eigenvalues $\varepsilon_i$, the band energy is $E(A)=\sum_i\min(\varepsilon_i,0)$. Energies are measured from the chemical potential $\mu$, so negative levels are the filled ones; spin degeneracy is not counted. Thus $E(A)$ is the sum of the filled level energies before this shift, minus $\mu$ times the electron number. This is the grand potential at zero temperature, and two systems compared at the same $\mu$ may hold different numbers of electrons. The argument `hA` is a proof that $A$ is Hermitian, from which Lean also reads off $A$.

```lean
/-- A one-particle density matrix of fermions: `0 ≤ X ≤ 1` as a matrix inequality. -/
def IsDensity (X : Matrix m m ℂ) : Prop := X.PosSemidef ∧ (1 - X).PosSemidef
```

A density matrix satisfies $0\le X\le 1$, which is the Pauli principle. Its trace is free: the electron number is set by $\mu$.

```lean
omit [Fintype m] in
/-- The real parts of the diagonal entries of a density matrix, the occupations, lie between 0 and
1. -/
theorem IsDensity.occupation {X : Matrix m m ℂ} (hX : IsDensity X) (i : m) :
    0 ≤ (X i i).re ∧ (X i i).re ≤ 1 := by
  have h0 : 0 ≤ (X i i).re := (Complex.le_def.1 (hX.1.diag_nonneg (i := i))).1
  have h1 : 0 ≤ ((1 - X) i i).re := (Complex.le_def.1 (hX.2.diag_nonneg (i := i))).1
  rw [Matrix.sub_apply, Matrix.one_apply_eq, Complex.sub_re, Complex.one_re] at h1
  exact ⟨h0, by linarith⟩
```

Diagonal entries of positive semidefinite matrices are nonnegative. Applied to $X$ and $1-X$, this gives $0\le X_{ii}\le1$.

```lean
/-- A unitary change of basis turns a density matrix into a density matrix. -/
theorem IsDensity.rotate {X U : Matrix m m ℂ} (hX : IsDensity X) (hU : Uᴴ * U = 1) :
    IsDensity (Uᴴ * X * U) := by
  refine ⟨hX.1.conjTranspose_mul_mul_same U, ?_⟩
  have h := hX.2.conjTranspose_mul_mul_same U
  rwa [Matrix.mul_sub, Matrix.sub_mul, Matrix.mul_one, hU] at h
```

If $U^\dagger U=1$, then $U^\dagger XU\ge0$ and $1-U^\dagger XU=U^\dagger(1-X)U\ge0$.

```lean
/-- A Hermitian matrix `A` has a unitary eigenbasis `U`. For any `X`, the real part of the trace of
`A * X` is the sum of the eigenvalues weighted by the real parts of the diagonal entries of `X` in
that basis. -/
theorem exists_eigenbasis {A : Matrix m m ℂ} (hA : A.IsHermitian) :
    ∃ U : Matrix m m ℂ, Uᴴ * U = 1 ∧ U * Uᴴ = 1 ∧
      A = U * diagonal (fun i => ((hA.eigenvalues i : ℝ) : ℂ)) * Uᴴ ∧
      ∀ X : Matrix m m ℂ, (trace (A * X)).re =
        ∑ i, hA.eigenvalues i * ((Uᴴ * X * U) i i).re := by
  obtain ⟨U, h1, h2, h3⟩ : ∃ U : Matrix m m ℂ, Uᴴ * U = 1 ∧ U * Uᴴ = 1 ∧
      A = U * diagonal (fun i => ((hA.eigenvalues i : ℝ) : ℂ)) * Uᴴ := by
    refine ⟨hA.eigenvectorUnitary, mem_unitaryGroup_iff'.mp hA.eigenvectorUnitary.2,
      mem_unitaryGroup_iff.mp hA.eigenvectorUnitary.2, ?_⟩
    have h := hA.spectral_theorem
    exact h
  refine ⟨U, h1, h2, h3, fun X => ?_⟩
  -- cyclicity of the trace moves the rotation onto `X`
  have h4 : trace (A * X) =
      trace (diagonal (fun i => ((hA.eigenvalues i : ℝ) : ℂ)) * (Uᴴ * X * U)) := by
    calc trace (A * X)
        = trace (U * diagonal (fun i => ((hA.eigenvalues i : ℝ) : ℂ)) * Uᴴ * X) :=
          congrArg (fun M => trace (M * X)) h3
      _ = trace (U * (diagonal (fun i => ((hA.eigenvalues i : ℝ) : ℂ)) * Uᴴ * X)) := by
          simp only [Matrix.mul_assoc]
      _ = _ := by
          rw [trace_mul_comm]
          simp only [Matrix.mul_assoc]
  rw [h4]
  simp only [trace, diag_apply, diagonal_mul, Complex.re_sum, Complex.re_ofReal_mul]
```

The spectral theorem gives $A=U\Lambda U^\dagger$, where $\Lambda$ is the diagonal matrix of the $\varepsilon_i$. Cyclicity of the trace then yields
$$\mathrm{Re}\,\mathrm{tr}(AX)=\mathrm{Re}\,\mathrm{tr}(\Lambda U^\dagger XU)=\sum_i\varepsilon_i f_i,\qquad f_i=\mathrm{Re}\,(U^\dagger XU)_{ii}.$$

```lean
/-- Variational principle: no density matrix has an energy below the band energy. -/
theorem bandEnergy_le_trace {A X : Matrix m m ℂ} (hA : A.IsHermitian) (hX : IsDensity X) :
    bandEnergy hA ≤ (trace (A * X)).re := by
  obtain ⟨U, h1, -, -, hf⟩ := exists_eigenbasis hA
  rw [hf X]
  refine Finset.sum_le_sum fun i _ => ?_
  obtain ⟨h0, h1⟩ := (hX.rotate h1).occupation i
  rcases le_total (hA.eigenvalues i) 0 with h | h
  · rw [min_eq_left h]
    nlinarith
  · rw [min_eq_right h]
    exact mul_nonneg h h0
```

For a density matrix, $0\le f_i\le1$. If $\varepsilon_i\le0$, then $\varepsilon_if_i\ge\varepsilon_i$; if $\varepsilon_i\ge0$, then $\varepsilon_if_i\ge0$. Either way $\varepsilon_if_i\ge\min(\varepsilon_i,0)$, and summing gives $E(A)\le\mathrm{Re}\,\mathrm{tr}(AX)$. The `rcases` line makes this case split.

```lean
/-- The band energy is attained by some density matrix. -/
theorem exists_density_trace_eq {A : Matrix m m ℂ} (hA : A.IsHermitian) :
    ∃ X, IsDensity X ∧ (trace (A * X)).re = bandEnergy hA := by
  obtain ⟨U, h1, h2, -, hf⟩ := exists_eigenbasis hA
  -- fill exactly the negative levels
  let d : m → ℂ := fun i => if hA.eigenvalues i < 0 then 1 else 0
  have hD : IsDensity (diagonal d) := by
    constructor
    · refine posSemidef_diagonal_iff.mpr fun i => ?_
      dsimp only [d]
      split_ifs <;> simp
    · rw [← diagonal_one, diagonal_sub]
      refine posSemidef_diagonal_iff.mpr fun i => ?_
      dsimp only [d]
      split_ifs <;> simp
  refine ⟨U * diagonal d * Uᴴ, ?_, ?_⟩
  · have h := hD.rotate (U := Uᴴ) (by rwa [conjTranspose_conjTranspose])
    rwa [conjTranspose_conjTranspose] at h
  · have h3 : Uᴴ * (U * diagonal d * Uᴴ) * U = diagonal d := by
      calc Uᴴ * (U * diagonal d * Uᴴ) * U = (Uᴴ * U) * diagonal d * (Uᴴ * U) := by
            simp only [Matrix.mul_assoc]
        _ = diagonal d := by rw [h1, Matrix.one_mul, Matrix.mul_one]
    rw [hf, h3]
    refine Finset.sum_congr rfl fun i _ => ?_
    rw [diagonal_apply_eq]
    dsimp only [d]
    split_ifs with h
    · rw [min_eq_left h.le, Complex.one_re, mul_one]
    · rw [min_eq_right (not_lt.1 h), Complex.zero_re, mul_zero]

end Variational
```

Equality is reached by $X=UDU^\dagger$, where the diagonal matrix $D$ has entry 1 for $\varepsilon_i<0$ and 0 otherwise. Then $U^\dagger XU=D$, and the weighted sum is exactly $E(A)$.

```lean
variable {κ : Type*} [Fintype κ] [DecidableEq κ] {n : κ → Type*}
  [∀ a, Fintype (n a)] [∀ a, DecidableEq (n a)]

/-- The block of `H` on fragment `a`, with no buffer orbitals around it. -/
def fragmentBlock (H : Matrix (Sigma n) (Sigma n) ℂ) (a : κ) : Matrix (n a) (n a) ℂ :=
  H.submatrix (Sigma.mk a) (Sigma.mk a)
```

Now `κ` labels fragments and `n a` the orbitals of fragment $a$; fragments may differ in size. An element of `Sigma n` is a pair $(a,i)$, so the fragments are disjoint by construction. The block $H_a$ has entries $(H_a)_{ij}=H_{(a,i),(a,j)}$. It has no buffer, that is, no orbitals of neighbouring fragments are added to it.

```lean
/-- The block-diagonal part of `H`: all couplings between different fragments are removed. -/
def fragmentPart (H : Matrix (Sigma n) (Sigma n) ℂ) : Matrix (Sigma n) (Sigma n) ℂ :=
  blockDiagonal' (fragmentBlock H)
```

`fragmentPart H` is $H_d$: the same blocks, with zeros between different fragments.

```lean
omit [Fintype κ] [DecidableEq κ] [∀ a, Fintype (n a)] [∀ a, DecidableEq (n a)] in
/-- Each fragment block of a Hermitian matrix is Hermitian. -/
theorem block_isHermitian {H : Matrix (Sigma n) (Sigma n) ℂ} (hH : H.IsHermitian) (a : κ) :
    (fragmentBlock H a).IsHermitian := hH.submatrix _
```

Restricting $H=H^\dagger$ to one fragment gives $H_a=H_a^\dagger$.

```lean
omit [Fintype κ] [∀ a, Fintype (n a)] [∀ a, DecidableEq (n a)] in
/-- The block-diagonal part of a Hermitian matrix is Hermitian. -/
theorem part_isHermitian {H : Matrix (Sigma n) (Sigma n) ℂ} (hH : H.IsHermitian) :
    (fragmentPart H).IsHermitian := by
  unfold fragmentPart Matrix.IsHermitian
  rw [blockDiagonal'_conjTranspose]
  exact congrArg blockDiagonal' (funext fun a => block_isHermitian hH a)
```

Taking the adjoint block by block gives $H_d=H_d^\dagger$.

```lean
omit [∀ a, DecidableEq (n a)] in
/-- The energy of a block-diagonal `P` is the sum of its fragment energies. -/
theorem trace_mul_blocks (H : Matrix (Sigma n) (Sigma n) ℂ) (P : ∀ a, Matrix (n a) (n a) ℂ) :
    trace (H * blockDiagonal' P) = ∑ a, trace (fragmentBlock H a * P a) := by
  simp only [trace, diag_apply, Matrix.mul_apply, Fintype.sum_sigma]
  refine Finset.sum_congr rfl fun a _ => Finset.sum_congr rfl fun i _ => ?_
  rw [Finset.sum_eq_single a]
  · simp [blockDiagonal'_apply_eq, fragmentBlock]
  · intro b _ hb
    exact Finset.sum_eq_zero fun j _ => by rw [blockDiagonal'_apply_ne _ _ _ hb, mul_zero]
  · simp
```

Let $P$ be block-diagonal with blocks $P_a$. Elements of $H$ between fragments meet zeros of $P$, so
$$\mathrm{tr}(HP)=\sum_a\sum_{i,j}(H_a)_{ij}(P_a)_{ji}=\sum_a\mathrm{tr}(H_aP_a).$$

```lean
/-- Density matrices of the fragments assemble to a density matrix of the whole system. -/
theorem isDensity_blocks {P : ∀ a, Matrix (n a) (n a) ℂ} (hP : ∀ a, IsDensity (P a)) :
    IsDensity (blockDiagonal' P) := by
  have key : ∀ Q : ∀ a, Matrix (n a) (n a) ℂ, (∀ a, (Q a).PosSemidef) →
      (blockDiagonal' Q).PosSemidef := by
    intro Q hQ
    refine PosSemidef.of_dotProduct_mulVec_nonneg ?_ fun x => ?_
    · unfold Matrix.IsHermitian
      rw [blockDiagonal'_conjTranspose]
      exact congrArg blockDiagonal' (funext fun a => (hQ a).isHermitian)
    · -- the quadratic form splits into fragment contributions
      have h : star x ⬝ᵥ (blockDiagonal' Q *ᵥ x) =
          ∑ a, star (fun i => x ⟨a, i⟩) ⬝ᵥ (Q a *ᵥ fun i => x ⟨a, i⟩) := by
        simp only [dotProduct, mulVec, Fintype.sum_sigma, Pi.star_apply]
        refine Finset.sum_congr rfl fun a _ => Finset.sum_congr rfl fun i _ => ?_
        congr 1
        rw [Finset.sum_eq_single a]
        · simp [blockDiagonal'_apply_eq]
        · intro b _ hb
          exact Finset.sum_eq_zero fun j _ => by
            rw [blockDiagonal'_apply_ne _ _ _ hb.symm, zero_mul]
        · simp
      rw [h]
      exact Finset.sum_nonneg fun a _ => (hQ a).dotProduct_mulVec_nonneg _
  refine ⟨key P fun a => (hP a).1, ?_⟩
  have h := blockDiagonal'_sub (1 : ∀ a, Matrix (n a) (n a) ℂ) P
  rw [blockDiagonal'_one] at h
  rw [← h]
  exact key _ fun a => (hP a).2
```

Split a vector $x$ into fragment parts $x_a$. If every block $Q_a\ge0$, then $x^\dagger Qx=\sum_a x_a^\dagger Q_ax_a\ge0$. Using this for the blocks $P_a$ and $1-P_a$ shows that $P$ is a density matrix.

```lean
/-- The band energy of `H` is at most the sum of the band energies of its fragments. -/
theorem bandEnergy_le_sum_fragments {H : Matrix (Sigma n) (Sigma n) ℂ} (hH : H.IsHermitian) :
    bandEnergy hH ≤ ∑ a, bandEnergy (block_isHermitian hH a) := by
  choose P hP hE using fun a => exists_density_trace_eq (block_isHermitian hH a)
  -- the assembled fragment densities are a trial state for `H`
  have h := bandEnergy_le_trace hH (isDensity_blocks hP)
  rw [trace_mul_blocks, Complex.re_sum] at h
  exact h.trans_eq (Finset.sum_congr rfl fun a _ => hE a)
```

Choose for each fragment the optimal $P_a$, with $\mathrm{Re}\,\mathrm{tr}(H_aP_a)=E(H_a)$; this is what `choose` does. The assembled $P$ is a trial state for $H$:
$$E(H)\le\mathrm{Re}\,\mathrm{tr}(HP)=\sum_aE(H_a).$$

```lean
/-- The band energy of the block-diagonal part is the sum of the fragment band energies. -/
theorem bandEnergy_part {H : Matrix (Sigma n) (Sigma n) ℂ} (hH : H.IsHermitian) :
    bandEnergy (part_isHermitian hH) = ∑ a, bandEnergy (block_isHermitian hH a) := by
  apply le_antisymm
  · choose P hP hE using fun a => exists_density_trace_eq (block_isHermitian hH a)
    have h := bandEnergy_le_trace (part_isHermitian hH) (isDensity_blocks hP)
    have hb : ∀ a, fragmentBlock (fragmentPart H) a = fragmentBlock H a := fun a => by
      ext i j
      exact blockDiagonal'_apply_eq (fragmentBlock H) a i j
    rw [trace_mul_blocks, Complex.re_sum] at h
    simp only [hb] at h
    exact h.trans_eq (Finset.sum_congr rfl fun a _ => hE a)
  · obtain ⟨X, hX, hE⟩ := exists_density_trace_eq (part_isHermitian hH)
    rw [← hE, trace_mul_comm, fragmentPart, trace_mul_blocks, Complex.re_sum]
    refine Finset.sum_le_sum fun a _ => ?_
    rw [trace_mul_comm]
    -- a diagonal block of a density matrix is a density matrix
    refine bandEnergy_le_trace _ ⟨hX.1.submatrix _, ?_⟩
    have h : 1 - fragmentBlock X a = (1 - X).submatrix (Sigma.mk a) (Sigma.mk a) := by
      ext i j
      simp [fragmentBlock, Matrix.one_apply]
    rw [h]
    exact hX.2.submatrix _
```

The same trial state gives $E(H_d)\le\sum_aE(H_a)$, since $H_d$ has the same blocks. Conversely, let $X$ be optimal for $H_d$, with diagonal blocks $X_a$. These are density matrices, because $X_a$ and $1-X_a$ are diagonal blocks of $X$ and $1-X$. Hence
$$E(H_d)=\sum_a\mathrm{Re}\,\mathrm{tr}(H_aX_a)\ge\sum_aE(H_a).$$

```lean
/-- Zero-buffer upper bound: the sum of the negative eigenvalues of `H` is at most that of
its block-diagonal part. -/
theorem bandEnergy_le_part {H : Matrix (Sigma n) (Sigma n) ℂ} (hH : H.IsHermitian) :
    bandEnergy hH ≤ bandEnergy (part_isHermitian hH) :=
  (bandEnergy_le_sum_fragments hH).trans_eq (bandEnergy_part hH).symm
```

Combining the two results gives $E(H)\le E(H_d)$.

Take two one-orbital fragments and $H=\begin{pmatrix}-1&2\\2&-1\end{pmatrix}$. Its eigenvalues are $-3$ and $1$, so $E(H)=-3$, while the fragments give $-1-1=-2$. With diagonal $-2$ and coupling $1$, the eigenvalues are $-3$ and $-1$, and both energies are $-4$: coupling alone does not make the bound strict.

In a program, let $h$ be the Hamiltonian matrix before energies are shifted, so that the $H$ of the theorems is $h-\mu 1$. One diagonalises each diagonal block of $H$ and adds the negative eigenvalues. On a system small enough for full diagonalisation, a fragment sum below the full result by more than rounding error signals a bug, provided both use the same matrix and $\mu$. The theorem does not cover overlapping fragments, nonorthogonal orbitals, fixed electron number or a Hamiltonian updated self-consistently.

```lean
/-- If `H` is nonzero and consists of couplings between fragments only, the zero-buffer
bound is strict. -/
theorem bandEnergy_lt_part {H : Matrix (Sigma n) (Sigma n) ℂ} (hH : H.IsHermitian)
    (h0 : ∀ a, fragmentBlock H a = 0) (hne : H ≠ 0) :
    bandEnergy hH < bandEnergy (part_isHermitian hH) := by
  have hz : fragmentPart H = 0 := by
    have h : fragmentBlock H = 0 := funext h0
    rw [fragmentPart, h, blockDiagonal'_zero]
  obtain ⟨X, -, hX⟩ := exists_density_trace_eq (part_isHermitian hH)
  rw [← hX, hz, Matrix.zero_mul, trace_zero, Complex.zero_re]
  by_contra hn
  -- without negative levels, a vanishing trace forces every level to zero
  have hpos : ∀ i, 0 ≤ hH.eigenvalues i := fun i =>
    min_eq_right_iff.1 ((Finset.sum_eq_zero_iff_of_nonpos fun i _ => min_le_right _ _).1
      (le_antisymm (Finset.sum_nonpos fun i _ => min_le_right _ _) (not_lt.1 hn))
      i (Finset.mem_univ i))
  obtain ⟨U, h1, -, h3, hf⟩ := exists_eigenbasis hH
  have htr : trace H = 0 :=
    Finset.sum_eq_zero fun p _ => congrFun (congrFun (h0 p.1) p.2) p.2
  have ht := hf 1
  simp only [h1, htr, Matrix.one_apply_eq, Complex.one_re, Complex.zero_re, mul_one] at ht
  have he : (fun i => ((hH.eigenvalues i : ℝ) : ℂ)) = fun _ => 0 := funext fun i => by
    rw [(Finset.sum_eq_zero_iff_of_nonneg fun i _ => hpos i).1 ht.symm i (Finset.mem_univ i),
      Complex.ofReal_zero]
  refine hne (h3.trans ?_)
  rw [he]
  simp

end

end ZeroBufferUpperBound
```

If all $H_a=0$ but $H\ne0$, then $E(H_d)=0$ and the bound is strict. Suppose it were not strict. Then $E(H)\ge0$, which forces every $\varepsilon_i\ge0$. But $\sum_i\varepsilon_i=\mathrm{tr}\,H=0$, so every $\varepsilon_i=0$ and $H=U\Lambda U^\dagger=0$, a contradiction.

```lean
#print axioms ZeroBufferUpperBound.bandEnergy_le_sum_fragments
#print axioms ZeroBufferUpperBound.bandEnergy_le_part
#print axioms ZeroBufferUpperBound.bandEnergy_lt_part
```

```
'ZeroBufferUpperBound.bandEnergy_le_sum_fragments' depends on axioms: [propext, Classical.choice, Quot.sound]
'ZeroBufferUpperBound.bandEnergy_le_part' depends on axioms: [propext, Classical.choice, Quot.sound]
'ZeroBufferUpperBound.bandEnergy_lt_part' depends on axioms: [propext, Classical.choice, Quot.sound]
```
